# The leading retardation correction to the London energy, of order α²/R⁴, for polarizability products with a finite second moment

The fine-structure constant, written α in the title, is treated here as a real variable $a$, which can tend to zero while the distance $R$ and the polarizabilities stay fixed. The polarizabilities at imaginary frequency, $\alpha_A(i\omega)$ and $\alpha_B(i\omega)$, are arbitrary real functions `pA` and `pB` of $\omega$. Only their product $P(\omega)=\alpha_A(i\omega)\,\alpha_B(i\omega)$ enters the energy.

```lean
import Mathlib

open MeasureTheory Filter Topology Set

namespace CasimirPolderRetardation

noncomputable section
```

In atomic units the speed of light is $1/a$. With $x=a\omega R$, the kernel is

$$g(x)=e^{-2x}(x^4+2x^3+5x^2+6x+3).$$

```lean
/-- The Casimir-Polder kernel as a function of `x = a ω R`, with `a` the fine-structure constant. -/
def cpKernel (x : ℝ) : ℝ :=
  Real.exp (-2 * x) * (x ^ 4 + 2 * x ^ 3 + 5 * x ^ 2 + 6 * x + 3)
```

In atomic units the retarded energy of two atoms is taken to be

$$E(a,R)=-\frac{1}{\pi R^6}\int_0^\infty P(\omega)\,g(a\omega R)\,d\omega .$$

This dipole formula is the starting point and is not derived from electrodynamics. Higher multipoles and relativistic changes in the polarizabilities are left out.

```lean
/-- Retarded dispersion energy (atomic units) of two atoms at distance `R`, with polarizabilities
`pA`, `pB` at imaginary frequency and fine-structure constant `a`. -/
def cpEnergy (pA pB : ℝ → ℝ) (a R : ℝ) : ℝ :=
  -(1 / (Real.pi * R ^ 6)) * ∫ ω in Ioi (0 : ℝ), pA ω * pB ω * cpKernel (a * ω * R)
```

Replacing $g$ by $g(0)=3$ gives the London energy $E_L(R)$.

```lean
/-- The non-retarded London dispersion energy, proportional to `1 / R ^ 6`. -/
def londonEnergy (pA pB : ℝ → ℝ) (R : ℝ) : ℝ :=
  -(3 / (Real.pi * R ^ 6)) * ∫ ω in Ioi (0 : ℝ), pA ω * pB ω
```

The candidate for the coefficient of $a^2$ in the correction is $W(R)=\frac{1}{\pi R^4}\int_0^\infty\omega^2P(\omega)\,d\omega$. The factor $1/R^4$ is included in `retardationCoeff`.

```lean
/-- The second frequency moment of the polarizability product, divided by `π R ^ 4`. -/
def retardationCoeff (pA pB : ℝ → ℝ) (R : ℝ) : ℝ :=
  1 / (Real.pi * R ^ 4) * ∫ ω in Ioi (0 : ℝ), ω ^ 2 * (pA ω * pB ω)
```

## Non-negative kernel argument: $x\ge 0$

The variable $x$ compares the separation with the distance light travels in a time $1/\omega$, so it is non-negative. The three kernel bounds stated as theorems below are each proved from a derivative of known sign on $x\ge0$, which the first lemma turns into a comparison with the value at zero.

```lean
/-- A differentiable function whose derivative is non-positive for `x ≥ 0` does not exceed its value
at zero for any `x ≥ 0`. -/
lemma le_value_at_zero {f f' : ℝ → ℝ} (h : ∀ x, HasDerivAt f (f' x) x)
    (h' : ∀ x, 0 ≤ x → f' x ≤ 0) {x : ℝ} (hx : 0 ≤ x) : f x ≤ f 0 := by
  have hanti : AntitoneOn f (Ici 0) := by
    refine antitoneOn_of_deriv_nonpos (convex_Ici 0)
      (fun y _ => (h y).continuousAt.continuousWithinAt)
      (fun y _ => (h y).differentiableAt.differentiableWithinAt) (fun y hy => ?_)
    rw [(h y).deriv]
    exact h' y (interior_subset hy)
  exact hanti (mem_Ici.2 le_rfl) (mem_Ici.2 hx) hx
```

The product rule gives

$$g'(x)=e^{-2x}(-2x^4-4x^2-2x)=-2x\,e^{-2x}(x^3+2x+1).$$

```lean
/-- The slope of the Casimir-Polder kernel. -/
theorem hasDerivAt_cpKernel (x : ℝ) :
    HasDerivAt cpKernel (-(2 * x * (Real.exp (-2 * x) * (x ^ 3 + 2 * x + 1)))) x := by
  have h1 : HasDerivAt (fun y : ℝ => Real.exp (-2 * y)) (Real.exp (-2 * x) * (-2 * 1)) x :=
    ((hasDerivAt_id' x).const_mul (-2)).exp
  have h2 : HasDerivAt (fun y : ℝ => y ^ 4 + 2 * y ^ 3 + 5 * y ^ 2 + 6 * y + 3)
      (4 * x ^ 3 + 6 * x ^ 2 + 10 * x + 6) x := by
    refine HasDerivAt.congr_deriv (((((hasDerivAt_pow 4 x).fun_add
      ((hasDerivAt_pow 3 x).const_mul 2)).fun_add ((hasDerivAt_pow 2 x).const_mul 5)).fun_add
      ((hasDerivAt_id' x).const_mul 6)).add_const 3) ?_
    norm_num
    ring
  exact (h1.fun_mul h2).congr_deriv (by ring)
```

For $x\ge0$ this is non-positive, so $g(x)\le g(0)=3$. At $x=-1$ the bound fails, since $g(-1)=e^2>3$.

```lean
/-- For `x ≥ 0` the kernel does not exceed its non-retarded value 3. -/
theorem cpKernel_le_three {x : ℝ} (hx : 0 ≤ x) : cpKernel x ≤ 3 := by
  have h := le_value_at_zero hasDerivAt_cpKernel
    (fun y hy => neg_nonpos.2 (by positivity)) hx
  simpa [cpKernel] using h
```

For the lower bound, differentiate $3-x^2-g(x)$:

$$2x\left[e^{-2x}(x^3+2x+1)-1\right].$$

This is non-positive because

$$e^{2x}\ge\left(1+x+\tfrac{x^2}{2}\right)^2=1+2x+2x^2+x^3+\tfrac{x^4}{4}\ge x^3+2x+1 .$$

The function vanishes at zero, hence $3-x^2\le g(x)$. In the proof, `h3` is the exponential estimate, and `h4` and `h5` multiply it by $e^{-2x}$.

```lean
/-- For `x ≥ 0` the kernel is lower than 3 by at most `x ^ 2`. -/
theorem three_sub_sq_le_cpKernel {x : ℝ} (hx : 0 ≤ x) : 3 - x ^ 2 ≤ cpKernel x := by
  have hd : ∀ y : ℝ, HasDerivAt (fun y => 3 - y ^ 2 - cpKernel y)
      (2 * y * (Real.exp (-2 * y) * (y ^ 3 + 2 * y + 1) - 1)) y := fun y => by
    refine HasDerivAt.congr_deriv
      (((hasDerivAt_pow 2 y).const_sub 3).fun_sub (hasDerivAt_cpKernel y)) ?_
    norm_num
    ring
  have h := le_value_at_zero hd (fun y hy => ?_) hx
  · norm_num [cpKernel] at h ⊢
    linarith
  · -- exp(2y) is the square of exp(y), which dominates its quadratic Taylor polynomial
    have h3 : y ^ 3 + 2 * y + 1 ≤ Real.exp (2 * y) := by
      have hq := mul_self_le_mul_self (by positivity) (Real.quadratic_le_exp_of_nonneg hy)
      rw [two_mul y, Real.exp_add]
      nlinarith [sq_nonneg y, sq_nonneg (y ^ 2)]
    have h4 := mul_le_mul_of_nonneg_left h3 (Real.exp_pos (-2 * y)).le
    have h5 : Real.exp (-2 * y) * Real.exp (2 * y) = 1 := by
      rw [← Real.exp_add]; simp
    exact mul_nonpos_of_nonneg_of_nonpos (by positivity) (by linarith)
```

A quartic upper bound closes the squeeze. The derivative of $g(x)+x^2-2x^4$ is

$$2x\left[1-4x^2-e^{-2x}(x^3+2x+1)\right].$$

From $e^{-2x}\ge1-2x$ follows $e^{-2x}(1+2x)\ge1-4x^2$, and $e^{-2x}x^3\ge0$. The bracket is therefore non-positive, and $g(x)\le3-x^2+2x^4$.

```lean
/-- For `x ≥ 0` the kernel exceeds `3 - x ^ 2` by at most `2 x ^ 4`. -/
theorem cpKernel_le_quartic {x : ℝ} (hx : 0 ≤ x) : cpKernel x ≤ 3 - x ^ 2 + 2 * x ^ 4 := by
  have hd : ∀ y : ℝ, HasDerivAt (fun y => cpKernel y + y ^ 2 - 2 * y ^ 4)
      (2 * y * (1 - 4 * y ^ 2 - Real.exp (-2 * y) * (y ^ 3 + 2 * y + 1))) y := fun y => by
    refine HasDerivAt.congr_deriv (((hasDerivAt_cpKernel y).fun_add
      (hasDerivAt_pow 2 y)).fun_sub ((hasDerivAt_pow 4 y).const_mul 2)) ?_
    norm_num
    ring
  have h := le_value_at_zero hd (fun y hy => ?_) hx
  · norm_num [cpKernel] at h ⊢
    linarith
  · have h1 := mul_le_mul_of_nonneg_left (Real.add_one_le_exp (-2 * y))
      (by positivity : 0 ≤ 1 + 2 * y)
    have h2 : 0 ≤ Real.exp (-2 * y) * y ^ 3 := by positivity
    exact mul_nonpos_of_nonneg_of_nonpos (by positivity) (by nlinarith)
```

Dividing by $x^2$ for $x>0$ gives

$$-1\le\frac{g(x)-3}{x^2}\le-1+2x^2,$$

so the quotient tends to $-1$. The filter `𝓝[>] 0` expresses the approach from above.

```lean
/-- The leading retardation term of the kernel is `-x ^ 2`. -/
theorem tendsto_cpKernel :
    Tendsto (fun x => (cpKernel x - 3) / x ^ 2) (𝓝[>] 0) (𝓝 (-1)) := by
  have hu : Tendsto (fun x : ℝ => -1 + 2 * x ^ 2) (𝓝[>] 0) (𝓝 (-1)) := by
    have hc : Continuous fun x : ℝ => -1 + 2 * x ^ 2 := by fun_prop
    simpa using (hc.tendsto 0).mono_left nhdsWithin_le_nhds
  refine tendsto_of_tendsto_of_tendsto_of_le_of_le' tendsto_const_nhds hu ?_ ?_
  · filter_upwards [self_mem_nhdsWithin] with x hx
    rw [le_div_iff₀ (pow_pos hx 2)]
    linarith [three_sub_sq_le_cpKernel (le_of_lt hx)]
  · filter_upwards [self_mem_nhdsWithin] with x hx
    rw [div_le_iff₀ (pow_pos hx 2)]
    nlinarith [cpKernel_le_quartic (le_of_lt hx)]
```

## Positive distance and a finite London integral

The hypothesis `hR` says that the atoms are separated; at $R=0$ the energy formula is singular. Together with `ha`, it keeps $a\omega R$ non-negative. The hypothesis `h0` says that $P$ is integrable over positive frequencies, so the London coefficient is finite.

By hand, these conditions allow the two energies to be combined:

$$E-E_L=\frac{1}{\pi R^6}\int_0^\infty P(\omega)\,[3-g(a\omega R)]\,d\omega .$$

The proof uses $0\le g\le3$ to dominate the retarded integrand by $3|P|$, and then subtracts the integrals. Without `h0` the London integral can diverge; Lean assigns the value zero to a non-integrable integral, so the formula would lose its meaning.

```lean
/-- The retarded energy minus the London energy is a single integral over `3 - cpKernel`. -/
theorem cpEnergy_sub_london {pA pB : ℝ → ℝ} {a R : ℝ} (ha : 0 ≤ a) (hR : 0 < R)
    (h0 : IntegrableOn (fun ω => pA ω * pB ω) (Ioi 0)) :
    IntegrableOn (fun ω => pA ω * pB ω * (3 - cpKernel (a * ω * R))) (Ioi 0) ∧
    cpEnergy pA pB a R - londonEnergy pA pB R = 1 / (Real.pi * R ^ 6) *
      ∫ ω in Ioi (0 : ℝ), pA ω * pB ω * (3 - cpKernel (a * ω * R)) := by
  have hc : Continuous fun ω => cpKernel (a * ω * R) := by unfold cpKernel; fun_prop
  have h3 : Integrable (fun ω => 3 * (pA ω * pB ω)) (volume.restrict (Ioi 0)) :=
    Integrable.const_mul h0 3
  have hg : Integrable (fun ω => pA ω * pB ω * cpKernel (a * ω * R))
      (volume.restrict (Ioi 0)) := by
    refine Integrable.mono' h3.norm (h0.aestronglyMeasurable.mul hc.aestronglyMeasurable)
      (ae_restrict_of_forall_mem measurableSet_Ioi fun ω hω => ?_)
    have hx : 0 ≤ a * ω * R := mul_nonneg (mul_nonneg ha (le_of_lt hω)) hR.le
    have hk : 0 ≤ cpKernel (a * ω * R) := by
      generalize a * ω * R = x at hx
      unfold cpKernel; positivity
    rw [norm_mul, norm_mul 3, Real.norm_of_nonneg hk,
      Real.norm_of_nonneg (by norm_num : (0 : ℝ) ≤ 3), mul_comm]
    exact mul_le_mul_of_nonneg_right (cpKernel_le_three hx) (norm_nonneg _)
  have he : (fun ω => pA ω * pB ω * (3 - cpKernel (a * ω * R))) =
      fun ω => 3 * (pA ω * pB ω) - pA ω * pB ω * cpKernel (a * ω * R) := by
    funext ω; ring
  rw [he]
  refine ⟨h3.sub hg, ?_⟩
  rw [integral_sub h3 hg, integral_const_mul, cpEnergy, londonEnergy]
  ring
```

## A non-negative polarizability product

Ground-state atoms have positive polarizabilities at imaginary frequency, which is the physics behind `hpos`. Multiplying $0\le3-g(x)\le x^2$ by $P\ge0$ and integrating gives

$$E_L\le E\le E_L+a^2W .$$

Retardation thus weakens the attraction in this two-atom dipole model, by at most $a^2W$. If $P$ and $\omega^2P$ are integrable, the bounds hold for every $a\ge0$ and $R>0$, though the upper one says little at large $R$. The proof integrates the two kernel inequalities separately. If $P$ were non-positive throughout, both energy inequalities would reverse.

```lean
/-- For a non-negative polarizability product that is integrable together with its second frequency
moment, the retarded energy is at least the London energy and exceeds it by at most `a ^ 2` times
the retardation coefficient. -/
theorem cpEnergy_bounds {pA pB : ℝ → ℝ} {a R : ℝ} (ha : 0 ≤ a) (hR : 0 < R)
    (hpos : ∀ ω, 0 < ω → 0 ≤ pA ω * pB ω)
    (h0 : IntegrableOn (fun ω => pA ω * pB ω) (Ioi 0))
    (h2 : IntegrableOn (fun ω => ω ^ 2 * (pA ω * pB ω)) (Ioi 0)) :
    londonEnergy pA pB R ≤ cpEnergy pA pB a R ∧
    cpEnergy pA pB a R ≤ londonEnergy pA pB R + a ^ 2 * retardationCoeff pA pB R := by
  obtain ⟨hi, he⟩ := cpEnergy_sub_london ha hR h0
  have hx : ∀ ω ∈ Ioi (0 : ℝ), 0 ≤ a * ω * R := fun ω hω =>
    mul_nonneg (mul_nonneg ha (le_of_lt hω)) hR.le
  have hc : 0 ≤ 1 / (Real.pi * R ^ 6) := by positivity
  constructor
  · have hn := setIntegral_nonneg (μ := volume) measurableSet_Ioi fun ω hω =>
      mul_nonneg (hpos ω hω) (sub_nonneg.2 (cpKernel_le_three (hx ω hω)))
    linarith [mul_nonneg hc hn]
  · have h2' : IntegrableOn (fun ω => (a * R) ^ 2 * (ω ^ 2 * (pA ω * pB ω))) (Ioi 0) :=
      Integrable.const_mul h2 _
    have hm := setIntegral_mono_on hi h2' measurableSet_Ioi fun ω hω => by
      nlinarith [mul_le_mul_of_nonneg_left (three_sub_sq_le_cpKernel (hx ω hω)) (hpos ω hω)]
    rw [integral_const_mul] at hm
    have hr : a ^ 2 * retardationCoeff pA pB R = 1 / (Real.pi * R ^ 6) *
        ((a * R) ^ 2 * ∫ ω in Ioi (0 : ℝ), ω ^ 2 * (pA ω * pB ω)) := by
      unfold retardationCoeff
      field_simp
    linarith [mul_le_mul_of_nonneg_left hm hc]
```

## A finite second frequency moment

The hypothesis `h2` requires $\omega^2P(\omega)$ to be integrable, so high frequencies contribute a finite amount to $W$. The sign of $P$ no longer matters. For $a>0$,

$$\omega^2R^2-2a^2\omega^4R^4\le\frac{3-g(a\omega R)}{a^2}\le\omega^2R^2 .$$

The middle expression tends to $\omega^2R^2$ at each frequency, and $R^2\omega^2|P(\omega)|$ dominates the integrand. Dominated convergence then gives

$$\lim_{a\to0^+}\frac{E-E_L}{a^2}=\frac{1}{\pi R^6}\int_0^\infty P(\omega)\,\omega^2R^2\,d\omega=W(R).$$

In the proof, `hup` is the upper estimate, `key` is the limit of the integrals, and `hlim` identifies the coefficient.

Without `h2` the scaling can change. For $P=1/(1+\omega^2)$, the substitution $x=a\omega R$ shows that the shift is of order $a$, not $a^2$. This $P$ is a mathematical example, not a model of two atoms: in the non-relativistic dipole description each atomic polarizability falls off as $1/\omega^2$, so their product falls off as $1/\omega^4$.

```lean
/-- As the fine-structure constant `a` tends to zero, the retardation shift of the dispersion
energy divided by `a ^ 2` tends to the coefficient proportional to `1 / R ^ 4`. -/
theorem tendsto_retardation_correction {pA pB : ℝ → ℝ} {R : ℝ} (hR : 0 < R)
    (h0 : IntegrableOn (fun ω => pA ω * pB ω) (Ioi 0))
    (h2 : IntegrableOn (fun ω => ω ^ 2 * (pA ω * pB ω)) (Ioi 0)) :
    Tendsto (fun a => (cpEnergy pA pB a R - londonEnergy pA pB R) / a ^ 2)
      (𝓝[>] 0) (𝓝 (retardationCoeff pA pB R)) := by
  have hx : ∀ a ω : ℝ, 0 < a → 0 < ω → 0 ≤ a * ω * R := fun a ω ha hω => by positivity
  have hup : ∀ a ω : ℝ, 0 < a → 0 < ω →
      (3 - cpKernel (a * ω * R)) / a ^ 2 ≤ ω ^ 2 * R ^ 2 := fun a ω ha hω => by
    rw [div_le_iff₀ (pow_pos ha 2)]
    nlinarith [three_sub_sq_le_cpKernel (hx a ω ha hω)]
  -- dominated convergence; the dominating function is `R ^ 2 * ‖ω ^ 2 * (pA ω * pB ω)‖`
  have key : Tendsto (fun a => ∫ ω in Ioi (0 : ℝ),
      pA ω * pB ω * ((3 - cpKernel (a * ω * R)) / a ^ 2)) (𝓝[>] 0)
      (𝓝 (∫ ω in Ioi (0 : ℝ), pA ω * pB ω * (ω ^ 2 * R ^ 2))) := by
    refine tendsto_integral_filter_of_dominated_convergence
      (fun ω => R ^ 2 * ‖ω ^ 2 * (pA ω * pB ω)‖) ?_ ?_ (Integrable.const_mul h2.norm _) ?_
    · refine Eventually.of_forall fun a => ?_
      have hc : Continuous fun ω => (3 - cpKernel (a * ω * R)) / a ^ 2 := by
        unfold cpKernel; fun_prop
      exact h0.aestronglyMeasurable.mul hc.aestronglyMeasurable
    · filter_upwards [self_mem_nhdsWithin] with a ha
      refine ae_restrict_of_forall_mem measurableSet_Ioi fun ω hω => ?_
      have hn : 0 ≤ (3 - cpKernel (a * ω * R)) / a ^ 2 :=
        div_nonneg (sub_nonneg.2 (cpKernel_le_three (hx a ω ha hω))) (sq_nonneg a)
      rw [norm_mul, norm_mul (ω ^ 2), Real.norm_of_nonneg hn, Real.norm_of_nonneg (sq_nonneg ω)]
      nlinarith [mul_le_mul_of_nonneg_left (hup a ω ha hω) (norm_nonneg (pA ω * pB ω))]
    · refine ae_restrict_of_forall_mem measurableSet_Ioi fun ω hω => Tendsto.const_mul _ ?_
      have hl : Tendsto (fun a : ℝ => ω ^ 2 * R ^ 2 - 2 * a ^ 2 * (ω * R) ^ 4)
          (𝓝[>] 0) (𝓝 (ω ^ 2 * R ^ 2)) := by
        have hc : Continuous fun a : ℝ => ω ^ 2 * R ^ 2 - 2 * a ^ 2 * (ω * R) ^ 4 := by fun_prop
        simpa using (hc.tendsto 0).mono_left nhdsWithin_le_nhds
      refine tendsto_of_tendsto_of_tendsto_of_le_of_le' hl tendsto_const_nhds ?_ ?_
      · filter_upwards [self_mem_nhdsWithin] with a ha
        rw [le_div_iff₀ (pow_pos ha 2)]
        nlinarith [cpKernel_le_quartic (hx a ω ha hω)]
      · filter_upwards [self_mem_nhdsWithin] with a ha
        exact hup a ω ha hω
  have hlim : 1 / (Real.pi * R ^ 6) * ∫ ω in Ioi (0 : ℝ), pA ω * pB ω * (ω ^ 2 * R ^ 2) =
      retardationCoeff pA pB R := by
    have he : (fun ω => pA ω * pB ω * (ω ^ 2 * R ^ 2)) =
        fun ω => R ^ 2 * (ω ^ 2 * (pA ω * pB ω)) := by funext ω; ring
    rw [he, integral_const_mul, retardationCoeff]
    field_simp
  rw [← hlim]
  refine (key.const_mul _).congr' ?_
  filter_upwards [self_mem_nhdsWithin] with a ha
  have he : (fun ω => pA ω * pB ω * ((3 - cpKernel (a * ω * R)) / a ^ 2)) =
      fun ω => pA ω * pB ω * (3 - cpKernel (a * ω * R)) / a ^ 2 := by funext ω; ring
  rw [(cpEnergy_sub_london (le_of_lt ha) hR h0).2, he, integral_div]
  ring
```

## Quadrature and the short-distance limit

A program that has $P$ at quadrature nodes $\omega_k$ with weights $w_k$ for the integral $\int_0^\infty P(\omega)\,d\omega$ in the London energy can obtain the retardation coefficient from the same data:

$$W(R)\approx\frac{1}{\pi R^4}\sum_k w_k\,\omega_k^2P(\omega_k).$$

The factor $\omega_k^2$ gives more weight to high frequencies, so convergence with the grid needs a separate test. At small $x$, computing $3-g(x)$ by direct subtraction loses digits, and a series is safer.

Since $a$ and $R$ enter the kernel only through their product, the same domination argument also yields a limit at fixed $a>0$, which is not among the theorems shown here:

$$\lim_{R\to0^+}R^4(E-E_L)=\frac{a^2}{\pi}\int_0^\infty\omega^2P(\omega)\,d\omega .$$

It describes the dipole formula at short distance, not real atoms whose charge clouds overlap.

## Two oscillators that meet the conditions

For the polarizabilities $p/(1+\omega^2)$ and $q/(1+\omega^2)$ with $p,q>0$, the product is positive. Both $P$ and $\omega^2P$ are at most $pq/(1+\omega^2)$, which is integrable. The proof makes these two comparisons, so the conditions on $P$ are satisfied by a simple one-frequency model of each atom.

```lean
/-- Two oscillators of unit frequency, with static polarizabilities `p` and `q`, have a positive
polarizability product that is integrable together with its second frequency moment. -/
theorem oscillator_witness {p q : ℝ} (hp : 0 < p) (hq : 0 < q) :
    (∀ ω : ℝ, 0 < p / (1 + ω ^ 2) * (q / (1 + ω ^ 2))) ∧
    IntegrableOn (fun ω : ℝ => p / (1 + ω ^ 2) * (q / (1 + ω ^ 2))) (Ioi 0) ∧
    IntegrableOn (fun ω : ℝ => ω ^ 2 * (p / (1 + ω ^ 2) * (q / (1 + ω ^ 2)))) (Ioi 0) := by
  have hb : Integrable (fun ω : ℝ => p * q * (1 + ω ^ 2)⁻¹) :=
    integrable_inv_one_add_sq.const_mul (p * q)
  refine ⟨fun ω => by positivity, ?_, ?_⟩
  · refine (Integrable.mono' hb (Measurable.aestronglyMeasurable (by fun_prop))
      (Eventually.of_forall fun ω => ?_)).integrableOn
    have hs : (1 + ω ^ 2)⁻¹ ≤ 1 := inv_le_one_of_one_le₀ (by nlinarith [sq_nonneg ω])
    rw [Real.norm_of_nonneg (by positivity)]
    calc p / (1 + ω ^ 2) * (q / (1 + ω ^ 2))
        = p * q * (1 + ω ^ 2)⁻¹ * (1 + ω ^ 2)⁻¹ := by ring
      _ ≤ p * q * (1 + ω ^ 2)⁻¹ := mul_le_of_le_one_right (by positivity) hs
  · refine (Integrable.mono' hb (Measurable.aestronglyMeasurable (by fun_prop))
      (Eventually.of_forall fun ω => ?_)).integrableOn
    have hs : ω ^ 2 * (1 + ω ^ 2)⁻¹ ≤ 1 := by
      rw [← div_eq_mul_inv, div_le_one (by positivity)]
      linarith
    rw [Real.norm_of_nonneg (by positivity)]
    calc ω ^ 2 * (p / (1 + ω ^ 2) * (q / (1 + ω ^ 2)))
        = p * q * (1 + ω ^ 2)⁻¹ * (ω ^ 2 * (1 + ω ^ 2)⁻¹) := by ring
      _ ≤ p * q * (1 + ω ^ 2)⁻¹ := mul_le_of_le_one_right (by positivity) hs

end

end CasimirPolderRetardation
```

```lean
#print axioms CasimirPolderRetardation.tendsto_cpKernel
-- 'CasimirPolderRetardation.tendsto_cpKernel' depends on axioms: [propext, Classical.choice, Quot.sound]
#print axioms CasimirPolderRetardation.cpEnergy_bounds
-- 'CasimirPolderRetardation.cpEnergy_bounds' depends on axioms: [propext, Classical.choice, Quot.sound]
#print axioms CasimirPolderRetardation.tendsto_retardation_correction
-- 'CasimirPolderRetardation.tendsto_retardation_correction' depends on axioms: [propext, Classical.choice, Quot.sound]
```
